# Positive average tangential curvature for a Gaussian centred on the ring of minima of a quartic potential

A particle in a plane has the potential
$$V(x,y)=\frac{k}{8R^2}\bigl((R+x)^2+y^2-R^2\bigr)^2,\qquad k,R>0,$$
which is zero on a whole ring. At the ring point $(0,0)$ the tangential curvature $V_{yy}$ is zero, but its average over independent Gaussian displacements centred there is strictly positive whenever the tangential variance is positive. If the centre is instead moved radially until the mean radial force vanishes, the average can have either sign.

In self-consistent phonon theory such an averaged curvature serves as an effective force constant. In this model of one particle with two coordinates and prescribed variances, the tangential direction therefore appears stiff when the Gaussian is centred on the ring, although motion along the ring costs no energy.

```lean
import Mathlib

open MeasureTheory ProbabilityTheory
open scoped NNReal ENNReal

namespace RingPotentialPhonons

noncomputable section
```

## The potential, its derivatives and the average

The displacements $x$ (radial) and $y$ (tangential) are measured from one point of a ring of radius $R$ whose centre is $(-R,0)$. Along $y=0$ the potential is $\tfrac12kx^2$ to lowest order, so $k$ is the radial spring constant at the minimum.

```lean
/-- Potential with a ring of minima of radius `R`, in displacements `x` (radial) and `y`
(tangential) from one point of the ring; the domain is `k, R > 0`. -/
def ringPotential (k R x y : ℝ) : ℝ :=
  k / (8 * R ^ 2) * ((R + x) ^ 2 + y ^ 2 - R ^ 2) ^ 2
```

The curvature $V_{yy}$ is defined as a derivative taken twice in $y$ at fixed $x$. Its closed form is left to be proved.

```lean
/-- The tangential curvature `∂²V/∂y²`, for `R ≠ 0`. -/
def tangentialCurvature (k R x y : ℝ) : ℝ :=
  deriv (fun t => deriv (fun u => ringPotential k R x u) t) y
```

The radial slope $V_x$ is likewise a derivative, now at fixed $y$. The radial force is its negative.

```lean
/-- The slope `∂V/∂x` along the radial displacement, for `R ≠ 0`. -/
def radialSlope (k R x y : ℝ) : ℝ :=
  deriv (fun u => ringPotential k R u y) x
```

Let $z_1$ and $z_2$ be independent Gaussian variables with mean zero and variances $p$ and $s$. The average with centre $(a,0)$ is
$$\langle f\rangle_a=\mathbb E\,f(a+z_1,\,z_2).$$
In Lean, $z_1$ and $z_2$ are `z.1` and `z.2`, and independence is expressed by the product of two measures `gaussianReal`. The variances have type `ℝ≥0`, the non-negative reals; variance zero means a sharp position.

Both variances are inputs. A full self-consistent calculation would determine them from the effective force constants, the mass and the temperature, and could also allow correlated displacements. Neither is treated here.

```lean
/-- Average of `f` over independent Gaussian displacements with mean `(a, 0)` and
variances `p` (radial) and `s` (tangential). -/
def gaussAverage (a : ℝ) (p s : ℝ≥0) (f : ℝ → ℝ → ℝ) : ℝ :=
  ∫ z : ℝ × ℝ, f (a + z.1) z.2 ∂((gaussianReal 0 p).prod (gaussianReal 0 s))
```

## (a) Where the potential vanishes

Show that, for $k,R>0$,
$$V(x,y)=0\iff (R+x)^2+y^2=R^2.$$

The prefactor $k/(8R^2)$ is positive, so $V=0$ forces the square to vanish, and hence its base $(R+x)^2+y^2-R^2$. Conversely, on the ring this base is zero, and so is $V$.

The Lean proof follows this argument: `hK` is the positivity of the prefactor, and in the forward direction `h1` and `h2` remove first the prefactor and then the square.

```lean
/-- The potential vanishes exactly on the ring. -/
theorem ringPotential_eq_zero_iff {k R : ℝ} (hk : 0 < k) (hR : 0 < R) (x y : ℝ) :
    ringPotential k R x y = 0 ↔ (R + x) ^ 2 + y ^ 2 = R ^ 2 := by
  have hK : 0 < k / (8 * R ^ 2) := by positivity
  unfold ringPotential
  constructor
  · intro h
    have h1 := (mul_eq_zero.mp h).resolve_left hK.ne'
    have h2 := pow_eq_zero_iff (two_ne_zero) |>.mp h1
    linarith
  · intro h
    rw [h]
    ring
```

## (b) The tangential curvature

Show that
$$V_{yy}(x,y)=\frac{k}{2R^2}\bigl((R+x)^2-R^2+3y^2\bigr).$$

The chain rule gives the first derivative,
$$V_y=\frac{k}{8R^2}\cdot2\bigl((R+x)^2+y^2-R^2\bigr)\cdot2y=\frac{k}{2R^2}\,y\bigl((R+x)^2+y^2-R^2\bigr).$$
By the product rule, the second derivative is
$$V_{yy}=\frac{k}{2R^2}\bigl((R+x)^2+y^2-R^2+2y^2\bigr),$$
which is the stated form.

In Lean, `h1` establishes the formula for $V_y$ as a function of the tangential coordinate `t`. The later `h` applies the product rule to it, and `ring` collects the terms. The physical case is $R\neq0$; the identity needs no such hypothesis because Lean sets division by zero to zero.

```lean
/-- Closed form of the tangential curvature at any displacement. -/
theorem tangentialCurvature_eq (k R x y : ℝ) :
    tangentialCurvature k R x y = k / (2 * R ^ 2) * ((R + x) ^ 2 - R ^ 2 + 3 * y ^ 2) := by
  have h1 : (fun t => deriv (fun u => ringPotential k R x u) t) =
      fun t => k / (2 * R ^ 2) * (t * ((R + x) ^ 2 + t ^ 2 - R ^ 2)) := by
    funext t
    have h := ((((((hasDerivAt_id' t).fun_pow 2).const_add ((R + x) ^ 2)).sub_const
      (R ^ 2)).fun_pow 2).const_mul (k / (8 * R ^ 2)))
    refine h.deriv.trans ?_
    push_cast
    ring
  unfold tangentialCurvature
  rw [h1]
  have h := ((hasDerivAt_id' y).fun_mul ((((hasDerivAt_id' y).fun_pow 2).const_add
    ((R + x) ^ 2)).sub_const (R ^ 2))).const_mul (k / (2 * R ^ 2))
  refine h.deriv.trans ?_
  push_cast
  ring
```

## (c) The radial slope

Show that
$$V_x(x,y)=\frac{k}{2R^2}(R+x)\bigl((R+x)^2+y^2-R^2\bigr).$$

The inner derivative is now $2(R+x)$, so
$$V_x=\frac{k}{8R^2}\cdot2\bigl((R+x)^2+y^2-R^2\bigr)\cdot2(R+x),$$
and the numerical factors combine to $k/(2R^2)$. The Lean proof builds the same chain-rule derivative in `h` and simplifies it.

```lean
/-- Closed form of the radial slope at any displacement. -/
theorem radialSlope_eq (k R x y : ℝ) :
    radialSlope k R x y = k / (2 * R ^ 2) * ((R + x) * ((R + x) ^ 2 + y ^ 2 - R ^ 2)) := by
  have h := (((((((hasDerivAt_id' x).const_add R).fun_pow 2).add_const (y ^ 2)).sub_const
    (R ^ 2)).fun_pow 2).const_mul (k / (8 * R ^ 2)))
  refine h.deriv.trans ?_
  push_cast
  ring
```

## (d) The Gaussian average of a polynomial

Show that, for real coefficients $c_0,c_1,c_2,c_3,d,e$,
$$\mathbb E\bigl[c_0+c_1z_1+c_2z_1^2+c_3z_1^3+dz_2^2+e\,z_1z_2^2\bigr]=c_0+c_2p+ds.$$

Every power of a Gaussian variable is integrable, so the average may be taken term by term. The means are zero, so the second moments equal the variances: $\mathbb E z_1^2=p$ and $\mathbb E z_2^2=s$. The distribution of $z_1$ is unchanged under $z_1\to-z_1$, hence $\mathbb E z_1^3=-\mathbb E z_1^3=0$. Independence gives $\mathbb E[z_1z_2^2]=\mathbb E[z_1]\,\mathbb E[z_2^2]=0$. Only the constant and the two pure squares remain.

In Lean, `hint` supplies integrability, while `first`, `second` and `third` are the three moments. The factorisation due to independence is `val`. To treat all terms alike, `hsum` writes the polynomial as a sum of six monomials $z_1^mz_2^n$ with tabulated exponents; the integral is then exchanged with this finite sum.

```lean
/-- Gaussian average of a polynomial in two independent centred displacements: only the
constant and the two pure squares contribute. -/
theorem gaussian_polynomial (p s : ℝ≥0) (c₀ c₁ c₂ c₃ d e : ℝ) :
    ∫ z : ℝ × ℝ, (c₀ + c₁ * z.1 + c₂ * z.1 ^ 2 + c₃ * z.1 ^ 3 + d * z.2 ^ 2
      + e * (z.1 * z.2 ^ 2)) ∂((gaussianReal 0 p).prod (gaussianReal 0 s))
      = c₀ + c₂ * p + d * s := by
  -- every power is integrable
  have hint : ∀ (v : ℝ≥0) (m : ℕ), Integrable (fun x : ℝ => x ^ m) (gaussianReal 0 v) := by
    intro v m
    have h : MemLp id (m : ℝ≥0∞) (gaussianReal 0 v) := by
      exact_mod_cast memLp_id_gaussianReal (μ := 0) (v := v) (m : ℝ≥0)
    exact h.integrable_norm_pow'.mono' (by fun_prop)
      (ae_of_all _ fun x => (norm_pow x m).le)
  have first : ∀ v : ℝ≥0, ∫ x : ℝ, x ∂(gaussianReal 0 v) = 0 :=
    fun v => integral_id_gaussianReal
  have second : ∀ v : ℝ≥0, ∫ x : ℝ, x ^ 2 ∂(gaussianReal 0 v) = v := by
    intro v
    have h := variance_of_integral_eq_zero (μ := gaussianReal 0 v) (X := fun x : ℝ => x)
      (by fun_prop) (first v)
    rw [← h]
    exact variance_id_gaussianReal
  -- the third moment vanishes by reflection
  have third : ∀ v : ℝ≥0, ∫ x : ℝ, x ^ 3 ∂(gaussianReal 0 v) = 0 := by
    intro v
    have hm : (gaussianReal 0 v).map (fun x => -x) = gaussianReal 0 v := by
      rw [gaussianReal_map_neg, neg_zero]
    have h : ∫ x : ℝ, x ^ 3 ∂(gaussianReal 0 v) = ∫ x : ℝ, (-x) ^ 3 ∂(gaussianReal 0 v) :=
      calc ∫ x : ℝ, x ^ 3 ∂(gaussianReal 0 v)
          = ∫ x : ℝ, x ^ 3 ∂((gaussianReal 0 v).map (fun x => -x)) := by rw [hm]
        _ = _ := integral_map (by fun_prop) (by fun_prop)
    have hodd : ∀ x : ℝ, (-x) ^ 3 = -x ^ 3 := fun x => by ring
    simp only [hodd, integral_neg] at h
    linarith
  -- independence factorises each monomial
  have val : ∀ m n : ℕ, ∫ z : ℝ × ℝ, z.1 ^ m * z.2 ^ n
      ∂((gaussianReal 0 p).prod (gaussianReal 0 s)) =
      (∫ x : ℝ, x ^ m ∂(gaussianReal 0 p)) * ∫ y : ℝ, y ^ n ∂(gaussianReal 0 s) :=
    fun m n => integral_prod_mul (fun x : ℝ => x ^ m) (fun y : ℝ => y ^ n)
  have hsum : ∀ z : ℝ × ℝ, c₀ + c₁ * z.1 + c₂ * z.1 ^ 2 + c₃ * z.1 ^ 3 + d * z.2 ^ 2
      + e * (z.1 * z.2 ^ 2) = ∑ i : Fin 6, ![c₀, c₁, c₂, c₃, d, e] i *
        (z.1 ^ (![0, 1, 2, 3, 0, 1] i : ℕ) * z.2 ^ (![0, 0, 0, 0, 2, 2] i : ℕ)) := by
    intro z
    simp [Fin.sum_univ_six]
  simp only [hsum]
  rw [MeasureTheory.integral_finsetSum _ (fun i _ => ((hint p _).mul_prod (hint s _)).const_mul _)]
  simp only [integral_const_mul, val]
  simp [Fin.sum_univ_six, first, second, third]
```

## (e) The average curvature for any centre

Show that
$$\langle V_{yy}\rangle_a=\frac{k}{2R^2}\bigl((R+a)^2-R^2+p+3s\bigr).$$

Insert $x=a+z_1$ and $y=z_2$ into the result of (b) and expand:
$$V_{yy}=\frac{k}{2R^2}\bigl((R+a)^2-R^2+2(R+a)z_1+z_1^2+3z_2^2\bigr).$$
By (d), the linear term averages to zero, $z_1^2$ to $p$ and $3z_2^2$ to $3s$.

The Lean proof passes these coefficients to `gaussian_polynomial`. The first `ring` checks the expansion under the integral, and the second checks the averaged expression.

```lean
/-- Averaged tangential curvature for a Gaussian centred at radial displacement `a`. -/
theorem average_tangentialCurvature (k R a : ℝ) (p s : ℝ≥0) :
    gaussAverage a p s (tangentialCurvature k R) =
      k / (2 * R ^ 2) * ((R + a) ^ 2 - R ^ 2 + p + 3 * s) := by
  unfold gaussAverage
  refine (integral_congr_ae (ae_of_all _ fun z => ?_)).trans
    ((gaussian_polynomial p s (k / (2 * R ^ 2) * ((R + a) ^ 2 - R ^ 2))
      (k / (2 * R ^ 2) * (2 * (R + a))) (k / (2 * R ^ 2)) 0
      (k / (2 * R ^ 2) * 3) 0).trans ?_)
  · simp only [tangentialCurvature_eq]
    ring
  · ring
```

## (f) Stiffness at a point of zero curvature

Let $k,R,s>0$ and $p\ge0$. Show that
$$V_{yy}(0,0)=0,\qquad \langle V_{yy}\rangle_0=\frac{k(3s+p)}{2R^2}>0.$$

At $x=y=0$ the bracket in (b) is $R^2-R^2=0$. For the average, put $a=0$ in (e): the terms $R^2$ cancel and $p+3s$ remains. This is positive because $s>0$ and $p\ge0$.

Geometrically, a straight tangential displacement leaves the ring and enters a region where $V_{yy}$ is positive, which gives the term $3s$. Radial displacements contribute $p$ because the part of the curvature linear in $x$ averages out, while the quadratic part does not.

The Lean statement joins the three claims with `∧`. The value `h` comes from (e), the zero curvature from (b), and `positivity` proves the inequality.

```lean
/-- On a ring of minima the tangential curvature is zero at the reference point, but its average
over centred Gaussian displacements is `k(3s+p)/(2R²)`, which is positive for `s > 0`. -/
theorem spurious_tangential_stiffness {k R : ℝ} (hk : 0 < k) (hR : 0 < R)
    (p : ℝ≥0) {s : ℝ≥0} (hs : 0 < s) :
    tangentialCurvature k R 0 0 = 0 ∧
    gaussAverage 0 p s (tangentialCurvature k R) = k * (3 * s + p) / (2 * R ^ 2) ∧
    0 < gaussAverage 0 p s (tangentialCurvature k R) := by
  have hs' : (0 : ℝ) < s := by exact_mod_cast hs
  have hp : (0 : ℝ) ≤ p := p.coe_nonneg
  have h : gaussAverage 0 p s (tangentialCurvature k R) =
      k * (3 * s + p) / (2 * R ^ 2) := by
    rw [average_tangentialCurvature]
    ring
  refine ⟨?_, h, ?_⟩
  · rw [tangentialCurvature_eq]
    ring
  · rw [h]
    positivity
```

## (g) The centre with no mean radial force

Let $k,R>0$ and $R+a>0$. Show that
$$\langle V_x\rangle_a=0\iff (R+a)^2=R^2-3p-s.$$

Write $b=R+a$ for the distance of the Gaussian's centre from the centre of the ring. From (c),
$$V_x=\frac{k}{2R^2}\bigl(b(b^2-R^2)+(3b^2-R^2)z_1+3bz_1^2+z_1^3+bz_2^2+z_1z_2^2\bigr).$$
Averaging with (d) leaves
$$\langle V_x\rangle_a=\frac{k}{2R^2}\,b\,\bigl(b^2-R^2+3p+s\bigr).$$
Since $k/(2R^2)$ and $b$ are positive, the average vanishes exactly when the last bracket does.

The condition $b>0$ excludes the root at the centre of the ring. A solution with $b>0$ requires $3p+s<R^2$, and it lies inside the ring unless both variances are zero.

In Lean, `h` is the averaged slope. The final rewriting removes the two positive factors, and `linarith` rearranges the remaining equation.

```lean
/-- For `R + a > 0`, the averaged radial slope vanishes exactly when the centre of the Gaussian lies
at the radius `R + a` with `(R + a)² = R² - 3p - s`. -/
theorem average_radialSlope_eq_zero_iff {k R a : ℝ} (hk : 0 < k) (hR : 0 < R)
    (ha : 0 < R + a) (p s : ℝ≥0) :
    gaussAverage a p s (radialSlope k R) = 0 ↔ (R + a) ^ 2 = R ^ 2 - 3 * p - s := by
  have hK : 0 < k / (2 * R ^ 2) := by positivity
  have h : gaussAverage a p s (radialSlope k R) =
      k / (2 * R ^ 2) * ((R + a) * ((R + a) ^ 2 - R ^ 2 + 3 * p + s)) := by
    unfold gaussAverage
    refine (integral_congr_ae (ae_of_all _ fun z => ?_)).trans
      ((gaussian_polynomial p s (k / (2 * R ^ 2) * ((R + a) * ((R + a) ^ 2 - R ^ 2)))
        (k / (2 * R ^ 2) * (3 * (R + a) ^ 2 - R ^ 2)) (k / (2 * R ^ 2) * (3 * (R + a)))
        (k / (2 * R ^ 2)) (k / (2 * R ^ 2) * (R + a)) (k / (2 * R ^ 2))).trans ?_)
    · simp only [radialSlope_eq]
      ring
    · ring
  rw [h, mul_eq_zero, or_iff_right hK.ne', mul_eq_zero, or_iff_right ha.ne']
  constructor <;> intro h0 <;> linarith
```

## (h) The stiffness after relaxation

Keep the assumptions of (g) and let $\langle V_x\rangle_a=0$. Show that
$$\langle V_{yy}\rangle_a=\frac{k(s-p)}{R^2},\qquad \langle V_{yy}\rangle_a>0\iff p<s.$$

Substitute the condition from (g) into (e):
$$\langle V_{yy}\rangle_a=\frac{k}{2R^2}\bigl(-3p-s+p+3s\bigr)=\frac{k}{2R^2}\,(2s-2p)=\frac{k(s-p)}{R^2}.$$
As $k/R^2>0$, the sign is that of $s-p$. The inward shift thus cancels the stiffness only for equal variances; with $p>s$ it makes the average negative.

The zero mean slope is the hypothesis `hforce`, which stands for balance of the averaged radial force. Lean converts it into the squared-radius condition `hsq`, substitutes that into (e), and then reads off the sign.

```lean
/-- If the averaged radial slope vanishes for a centre with `R + a > 0`, the averaged tangential
curvature is `k(s-p)/R²`, positive exactly when the tangential variance is the larger one. -/
theorem relaxed_tangential_stiffness {k R a : ℝ} (hk : 0 < k) (hR : 0 < R)
    (ha : 0 < R + a) (p s : ℝ≥0) (hforce : gaussAverage a p s (radialSlope k R) = 0) :
    gaussAverage a p s (tangentialCurvature k R) = k * (s - p) / R ^ 2 ∧
    (0 < gaussAverage a p s (tangentialCurvature k R) ↔ p < s) := by
  have hsq := (average_radialSlope_eq_zero_iff hk hR ha p s).mp hforce
  have h : gaussAverage a p s (tangentialCurvature k R) = k * (s - p) / R ^ 2 := by
    rw [average_tangentialCurvature, hsq]
    ring
  refine ⟨h, ?_⟩
  rw [h, div_pos_iff_of_pos_right (by positivity), mul_pos_iff_of_pos_left hk, sub_pos,
    NNReal.coe_lt_coe]
```

## (i) A relaxed centre in numbers

Take $k=1$, $R=3$, $p=1$, $s=2$ and $a=-1$ in dimensionless units. Verify that
$$\langle V_x\rangle_{-1}=0,\qquad \langle V_{yy}\rangle_{-1}=\tfrac19.$$

Here $(R+a)^2=4$ and $R^2-3p-s=9-3-2=4$, so the mean slope vanishes by (g). Part (e) gives
$$\langle V_{yy}\rangle_{-1}=\tfrac1{18}(4-9+1+6)=\tfrac19.$$
The force-balance assumption of (h) is therefore met by a concrete case with non-zero fluctuations in both directions. The Lean proof uses (g) and (e) in the same way and leaves the arithmetic to `norm_num`.

```lean
/-- For `k = 1`, `R = 3`, variances `1` and `2` and centre displaced by `-1`, the averaged
radial slope is zero and the averaged tangential curvature is `1/9`. -/
theorem relaxed_tangential_stiffness_witness :
    gaussAverage (-1) 1 2 (radialSlope 1 3) = 0 ∧
    gaussAverage (-1) 1 2 (tangentialCurvature 1 3) = 1 / 9 := by
  constructor
  · rw [average_radialSlope_eq_zero_iff (by norm_num) (by norm_num) (by norm_num)]
    norm_num
  · rw [average_tangentialCurvature]
    norm_num

end

end RingPotentialPhonons
```

```lean
#print axioms RingPotentialPhonons.ringPotential_eq_zero_iff
#print axioms RingPotentialPhonons.average_tangentialCurvature
#print axioms RingPotentialPhonons.spurious_tangential_stiffness
#print axioms RingPotentialPhonons.relaxed_tangential_stiffness
```

```
'RingPotentialPhonons.ringPotential_eq_zero_iff' depends on axioms: [propext, Classical.choice, Quot.sound]
'RingPotentialPhonons.average_tangentialCurvature' depends on axioms: [propext, Classical.choice, Quot.sound]
'RingPotentialPhonons.spurious_tangential_stiffness' depends on axioms: [propext, Classical.choice, Quot.sound]
'RingPotentialPhonons.relaxed_tangential_stiffness' depends on axioms: [propext, Classical.choice, Quot.sound]
```
